# Common eigenvectors of Lz and x² + y² + px² + py² have integer Lz eigenvalues

Position and momentum are unbounded, so before any algebra one must decide what they act on. Here x, y, px and py are linear maps from a complex inner-product space V to itself. V need not be complete: it stands for a domain that all four operators map into itself, so every product of them is defined. The intended example is the space of Schwartz functions on the plane, with px = −i ∂/∂x and py = −i ∂/∂y in units where ħ = 1.

In Lean 4 with Mathlib:

```lean
import Mathlib

open Complex (I)

namespace PlanarAngularMomentum

noncomputable section

variable {V : Type*} [NormedAddCommGroup V] [InnerProductSpace ℂ V]
```

The physics enters as postulates. Each operator is symmetric, meaning ⟨xu, v⟩ = ⟨u, xv⟩ for all u, v in V, which makes expectation values real. The canonical relations, which express that momentum generates translations, are, with ħ = 1,

[x, px] = [y, py] = i,

and all other pairs commute. Lengths are measured in some fixed unit and momenta in its inverse, so that x² and px² can be added. `CanonicalPlane` collects these ten conditions, with `Module.End ℂ V` as the type of operators and `*` as composition. They are hypotheses of every theorem about the plane below, and the Schwartz example is not constructed.

```lean
/-- Symmetric positions `x, y` and momenta `px, py` of a particle in the plane, with the
canonical commutation relations in units where `ħ = 1`. -/
structure CanonicalPlane (x y px py : Module.End ℂ V) : Prop where
  symm_x : LinearMap.IsSymmetric x
  symm_y : LinearMap.IsSymmetric y
  symm_px : LinearMap.IsSymmetric px
  symm_py : LinearMap.IsSymmetric py
  x_px : x * px - px * x = I • (1 : Module.End ℂ V)
  y_py : y * py - py * y = I • (1 : Module.End ℂ V)
  x_y : x * y = y * x
  x_py : x * py = py * x
  y_px : y * px = px * y
  px_py : px * py = py * px
```

## Two circular modes

Let ax = (x + i px)/√2 and ay = (y + i py)/√2. A sign s = ±1 selects the sense of rotation:

a_s = (ax − s i ay)/√2 = ½[(x + i px) − s i (y + i py)].

The two factors 1/√2 combine into ½, so no square root appears in the code. With Q = x + s py and P = px − s y, this is

a_s = ½(Q + iP).

```lean
-- The standard instance, on Schwartz functions of the plane, is not constructed here.

/-- The circular annihilation operator `(ax - s i ay)/√2`, where `ax = (x + i px)/√2` and
`ay = (y + i py)/√2`; `s = 1` gives `a₊` and `s = -1` gives `a₋`. -/
def lower (s : ℂ) (x y px py : Module.End ℂ V) : Module.End ℂ V :=
  (1 / 2 : ℂ) • ((x + I • px) - (s * I) • (y + I • py))
```

Reversing the sign of each i gives the creation operator,

a_s† = ½(Q − iP).

It is written out explicitly, because an operator on an incomplete space need not have an adjoint defined on all of V.

```lean
/-- The circular creation operator `(ax† + s i ay†)/√2`, where `ax† = (x - i px)/√2` and
`ay† = (y - i py)/√2`. -/
def raise (s : ℂ) (x y px py : Module.End ℂ V) : Module.End ℂ V :=
  (1 / 2 : ℂ) • ((x - I • px) + (s * I) • (y - I • py))
```

The number operator is N_s = a_s† a_s. Write N₊ for s = 1 and N₋ for s = −1.

```lean
/-- The number operator of a circular mode: `N₊` for `s = 1` and `N₋` for `s = -1`. -/
def number (s : ℂ) (x y px py : Module.End ℂ V) : Module.End ℂ V :=
  raise s x y px py * lower s x y px py
```

The angular momentum about the axis normal to the plane is Lz = x py − y px.

```lean
/-- The angular momentum `Lz = x py - y px`. -/
def Lz (x y px py : Module.End ℂ V) : Module.End ℂ V := x * py - y * px
```

The second observable is R = x² + y² + px² + py². Half of it is the Hamiltonian of the isotropic oscillator with unit mass and frequency.

```lean
/-- The quadratic sum `x² + y² + px² + py²`. -/
def quadSum (x y px py : Module.End ℂ V) : Module.End ℂ V :=
  x * x + y * y + px * px + py * py
```

Two properties make a pair a, a† behave as ladder operators:

⟨au, v⟩ = ⟨u, a†v⟩ and [a, a†] = 1.

```lean
/-- `a` and `ad` are formal adjoints of each other and satisfy `[a, ad] = 1`. -/
def IsLadder (a ad : Module.End ℂ V) : Prop :=
  (∀ u v : V, inner ℂ (a u) v = inner ℂ u (ad v)) ∧ a * ad - ad * a = 1
```

## Why a number operator counts

Suppose a†a φ = μφ with φ ≠ 0. Adjointness gives

‖aφ‖² = ⟨φ, a†aφ⟩ = μ‖φ‖²,

so μ cannot have a negative real part. Applying [a, a†] = 1 to aφ gives

a†a(aφ) = a a†aφ − aφ = (μ − 1) aφ.

Either aφ = 0, in which case μφ = 0 and μ = 0, or aφ is an eigenvector with eigenvalue μ − 1. Repeated lowering would eventually make the real part negative, so it must stop, and it stops only at eigenvalue zero. The original eigenvalue is the number of steps taken.

```lean
/-- Every eigenvalue of the number operator `ad a` of a ladder pair is a natural number. -/
theorem number_eigenvalue {a ad : Module.End ℂ V} (hl : IsLadder a ad) {ν : ℂ} {ψ : V}
    (hψ : ψ ≠ 0) (h : (ad * a) ψ = ν • ψ) : ∃ n : ℕ, ν = n := by
  obtain ⟨hadj, hcomm⟩ := hl
  have e (v : V) : inner ℂ v v = ((‖v‖ ^ 2 : ℝ) : ℂ) :=
    (inner_self_eq_norm_sq_to_K v).trans (by simp)
  -- positivity: the eigenvalue times ‖φ‖² is ‖a φ‖²
  have nonneg : ∀ (μ : ℂ) (φ : V), φ ≠ 0 → ad (a φ) = μ • φ → 0 ≤ μ.re := by
    intro μ φ hφ hμ
    have h1 := hadj φ (a φ)
    rw [hμ, inner_smul_right, e, e] at h1
    have h2 := congrArg Complex.re h1
    rw [Complex.ofReal_re, Complex.re_mul_ofReal] at h2
    have hpos : 0 < ‖φ‖ ^ 2 := pow_pos (norm_pos_iff.mpr hφ) 2
    by_contra hneg
    linarith [mul_neg_of_neg_of_pos (not_le.mp hneg) hpos, sq_nonneg ‖a φ‖]
  -- descent: `a` lowers the eigenvalue by one until it annihilates the state
  have key : ∀ (m : ℕ) (μ : ℂ) (φ : V), φ ≠ 0 → ad (a φ) = μ • φ → μ.re < m →
      ∃ n : ℕ, μ = n := by
    intro m
    induction m with
    | zero =>
      intro μ φ hφ hμ hlt
      exact absurd (nonneg μ φ hφ hμ) (not_le_of_gt (by simpa using hlt))
    | succ m ih =>
      intro μ φ hφ hμ hlt
      by_cases h0 : a φ = 0
      · rw [h0, map_zero] at hμ
        exact ⟨0, by simpa using (smul_eq_zero.mp hμ.symm).resolve_right hφ⟩
      · have hc : a (ad (a φ)) - ad (a (a φ)) = a φ := LinearMap.congr_fun hcomm (a φ)
        rw [hμ, map_smul] at hc
        have hstep : ad (a (a φ)) = (μ - 1) • a φ := by
          linear_combination (norm := module) -hc
        push_cast at hlt
        obtain ⟨n, hn⟩ := ih (μ - 1) (a φ) h0 hstep (by
          rw [Complex.sub_re, Complex.one_re]; linarith)
        exact ⟨n + 1, by push_cast; linear_combination hn⟩
  obtain ⟨m, hm⟩ := exists_nat_gt ν.re
  exact key m ν ψ hψ h hm
```

The eigenvalue is an arbitrary complex number at the outset; that it is real is part of the conclusion. The block `nonneg` is the norm argument. The block `key` turns the descent into an induction on a natural number m that exceeds the real part of μ: for m = 0 positivity is contradicted, and each lowering reduces the bound by one.

The circular operators do form such pairs. Adjointness follows from the symmetry of x, y, px and py and the conjugation of i. For the commutator,

[Q, P] = [x, px] − s[x, y] + s[py, px] − s²[py, y] = i + i = 2i,

[a_s, a_s†] = ¼[Q + iP, Q − iP] = −(i/2)[Q, P] = 1.

```lean
variable {x y px py : Module.End ℂ V}

/-- For canonical operators in the plane, `a₊` and `a₋` each form a ladder pair with their
creation operators. -/
theorem circular_ladder (h : CanonicalPlane x y px py) {s : ℂ} (hs : s = 1 ∨ s = -1) :
    IsLadder (lower s x y px py) (raise s x y px py) := by
  have hcs : starRingEnd ℂ s = s := by rcases hs with rfl | rfl <;> simp
  have hss : s * s = 1 := by rcases hs with rfl | rfl <;> norm_num
  constructor
  · intro u v
    have hc : starRingEnd ℂ (1 / 2 : ℂ) = 1 / 2 :=
      Complex.conj_eq_iff_im.mpr (by norm_num)
    simp only [lower, raise, LinearMap.smul_apply, LinearMap.add_apply,
      LinearMap.sub_apply, inner_smul_left, inner_smul_right, inner_add_left,
      inner_sub_left, inner_add_right, inner_sub_right, h.symm_x u v, h.symm_y u v,
      h.symm_px u v, h.symm_py u v, hc, map_mul, hcs, Complex.conj_I]
    ring
  · have hj : (s * I) * (s * I) = -1 := by
      linear_combination (I * I) * hss + Complex.I_mul_I
    have hk : -(I * I) / 2 + (s * I) * (s * I) * (I * I) / 2 = 1 := by
      rw [hj, Complex.I_mul_I]; norm_num
    simp only [lower, raise, smul_mul_assoc, mul_smul_comm, mul_add, mul_sub, add_mul,
      sub_mul]
    linear_combination (norm := module) (-I / 2) • h.x_px +
      ((s * I) * (s * I) * I / 2) • h.y_py + (s * I / 2) • h.x_y -
      (s * I * (I * I) / 2) • h.px_py + hk • (1 : Module.End ℂ V)
```

The commutator half rests on `linear_combination (norm := module)`, which also carries the operator identities below. First `simp only` multiplies out the brackets, leaving sums of words such as `x * px` and `px * x` with complex coefficients. The `module` tactic treats each word as an indivisible vector and compares coefficients; it never reorders a product. Every reordering must therefore be supplied as a multiple of a canonical relation, as in `(-I / 2) • h.x_px`. The tactic also treats `I` as an ordinary scalar symbol, so i² = −1 is supplied too, here through `hk` and later through `Complex.I_mul_I`. The coefficients are the multiples with which the relations enter the calculation.

## Angular momentum as a difference of quanta

Expanding the number operator gives

N_s = ¼(Q² + P² + i[Q, P]) = ¼(Q² + P² − 2).

Since x commutes with py and y with px,

Q² + P² = R + 2s(x py − y px) = R + 2s Lz,

and hence

N_s = ¼(R + 2s Lz − 2).

Subtracting the case s = −1 from s = 1 leaves

Lz = N₊ − N₋.

```lean
/-- For canonical operators in the plane, `Lz = N₊ - N₋`. -/
theorem Lz_eq (h : CanonicalPlane x y px py) :
    Lz x y px py = number 1 x y px py - number (-1) x y px py := by
  simp only [Lz, number, lower, raise, smul_mul_assoc, mul_smul_comm, mul_add, mul_sub,
    add_mul, sub_mul]
  linear_combination (norm := module) (I / 2) • h.x_y - (I ^ 3 / 2) • h.px_py +
    (1 / 2 : ℂ) • h.x_py - (1 / 2 : ℂ) • h.y_px +
    Complex.I_mul_I • ((1 / 2 : ℂ) • (x * py + py * x - px * y - y * px))
```

Adding the two cases gives N₊ + N₋ = R/2 − 1, that is,

R = 2(N₊ + N₋ + 1).

```lean
/-- For canonical operators in the plane, `x² + y² + px² + py² = 2 (N₊ + N₋ + 1)`. -/
theorem quadSum_eq (h : CanonicalPlane x y px py) : quadSum x y px py =
    (2 : ℂ) • (number 1 x y px py + number (-1) x y px py + 1) := by
  simp only [quadSum, number, lower, raise, smul_mul_assoc, mul_smul_comm, mul_add,
    mul_sub, add_mul, sub_mul]
  linear_combination (norm := module) (-I) • h.x_px + (I ^ 3) • h.y_py +
    Complex.I_mul_I • (px * px + y * y + (1 - I * I) • (py * py) +
      (I * I - 2) • (1 : Module.End ℂ V))
```

The two modes are independent. Writing Q₊, P₊ and Q₋, P₋ for the two signs,

[Q₊, Q₋] = [x + py, x − py] = 0,

[P₊, P₋] = [px − y, px + y] = 0,

[Q₊, P₋] = [x, px] + [py, y] = i − i = 0,

[P₊, Q₋] = [px, x] + [y, py] = −i + i = 0.

Every ladder operator of one mode therefore commutes with every ladder operator of the other, and so [N₊, N₋] = 0. The four bullets in the proof are these four ladder commutators.

```lean
/-- For canonical operators in the plane, the number operators `N₊` and `N₋` commute. -/
theorem number_commute (h : CanonicalPlane x y px py) :
    Commute (number 1 x y px py) (number (-1) x y px py) := by
  unfold number
  -- each ladder operator of one mode commutes with each of the other
  refine Commute.mul_right (Commute.mul_left ?_ ?_) (Commute.mul_left ?_ ?_) <;>
    rw [commute_iff_eq] <;>
    simp only [lower, raise, smul_mul_assoc, mul_smul_comm, mul_add, mul_sub, add_mul,
      sub_mul]
  · linear_combination (norm := module) (-I / 2) • h.x_y + (I * I / 2) • h.x_py -
      (I * I / 2) • h.y_px - (I ^ 3 / 2) • h.px_py
  · linear_combination (norm := module) (-I / 2) • h.x_px - (I ^ 3 / 2) • h.y_py +
      (I * I / 2) • h.x_py + (I * I / 2) • h.y_px +
      Complex.I_mul_I • ((-(I * I) / 2) • (1 : Module.End ℂ V))
  · linear_combination (norm := module) (I / 2) • h.x_px + (I ^ 3 / 2) • h.y_py +
      (I * I / 2) • h.x_py + (I * I / 2) • h.y_px +
      Complex.I_mul_I • ((I * I / 2) • (1 : Module.End ℂ V))
  · linear_combination (norm := module) (I / 2) • h.x_y + (I * I / 2) • h.x_py -
      (I * I / 2) • h.y_px + (I ^ 3 / 2) • h.px_py
```

## The joint spectrum

Let ψ ≠ 0 satisfy Lz ψ = lψ and Rψ = Eψ. The formula for N_s then gives

N₊ψ = (E/4 + l/2 − 1/2)ψ,

N₋ψ = (E/4 − l/2 − 1/2)ψ.

Both coefficients are eigenvalues of number operators, so they are natural numbers n and m. Their difference and sum give

l = n − m and E = 2(n + m + 1).

In `joint_spectrum` the hypotheses `hL` and `hE` are the two eigenvalue equations, with `l` and `E` complex. The theorem restricts the eigenvalues of a given common eigenvector. It does not say that V contains one, or that every pair n, m occurs.

```lean
/-- For canonical operators in the plane, a nonzero common eigenvector of `Lz` and
`x² + y² + px² + py²` has eigenvalues `n - m` and `2 (n + m + 1)` for some naturals `n, m`. -/
theorem joint_spectrum (h : CanonicalPlane x y px py) {l E : ℂ} {ψ : V} (hψ : ψ ≠ 0)
    (hL : Lz x y px py ψ = l • ψ) (hE : quadSum x y px py ψ = E • ψ) :
    ∃ n m : ℕ, l = n - m ∧ E = 2 * (n + m + 1) := by
  have e1 : number 1 x y px py ψ - number (-1) x y px py ψ = l • ψ := by
    rw [← hL, Lz_eq h]; rfl
  have e2 : (2 : ℂ) • (number 1 x y px py ψ + number (-1) x y px py ψ + ψ) = E • ψ := by
    rw [← hE, quadSum_eq h]; rfl
  -- the state is an eigenvector of both number operators
  have hp : number 1 x y px py ψ = (E / 4 + l / 2 - 1 / 2) • ψ := by
    linear_combination (norm := module) (1 / 2 : ℂ) • e1 + (1 / 4 : ℂ) • e2
  have hm : number (-1) x y px py ψ = (E / 4 - l / 2 - 1 / 2) • ψ := by
    linear_combination (norm := module) (-1 / 2 : ℂ) • e1 + (1 / 4 : ℂ) • e2
  obtain ⟨n, hn⟩ := number_eigenvalue (circular_ladder h (Or.inl rfl)) hψ hp
  obtain ⟨m, hm'⟩ := number_eigenvalue (circular_ladder h (Or.inr rfl)) hψ hm
  exact ⟨n, m, by linear_combination hn - hm', by linear_combination 2 * hn + 2 * hm'⟩
```

A difference of two naturals is an integer, so half-integer values of l are excluded. The argument uses no angular coordinate and no explicit condition that a wavefunction be single-valued. That role is shared by two requirements: ψ lies in a space V which all four operators map into itself and on which they are symmetric, and ψ is also an eigenvector of R. The first alone is not enough. Consider the smooth functions that change sign on a turn around the origin and vanish both near the origin and far from it. They form a space that satisfies every postulate, and a nonzero function f(r) exp(iθ/2) in it has Lz eigenvalue ½. By the theorem, no such function is an eigenvector of R.

```lean
/-- For canonical operators in the plane, the `Lz` eigenvalue of a nonzero common
eigenvector of `Lz` and `x² + y² + px² + py²` is an integer. -/
theorem Lz_eigenvalue_integer (h : CanonicalPlane x y px py) {l E : ℂ} {ψ : V}
    (hψ : ψ ≠ 0) (hL : Lz x y px py ψ = l • ψ) (hE : quadSum x y px py ψ = E • ψ) :
    ∃ k : ℤ, l = k := by
  obtain ⟨n, m, hl, -⟩ := joint_spectrum h hψ hL hE
  exact ⟨(n : ℤ) - m, by rw [hl]; push_cast; rfl⟩

end

end PlanarAngularMomentum
```

```lean
#print axioms PlanarAngularMomentum.number_commute
-- 'PlanarAngularMomentum.number_commute' depends on axioms: [propext, Classical.choice, Quot.sound]
#print axioms PlanarAngularMomentum.Lz_eigenvalue_integer
-- 'PlanarAngularMomentum.Lz_eigenvalue_integer' depends on axioms: [propext, Classical.choice, Quot.sound]
```

## Complete shells in an oscillator basis

For a single particle of mass M in an isotropic planar harmonic trap of angular frequency ω, take √(ħ/(Mω)) as the unit of length. Then n and m label the states: the energy is E/2 = n + m + 1 in units of ħω, and the angular momentum is n − m in units of ħ. A program working in the Cartesian basis |nx, ny⟩ meets the same structure through

Lz = i(ax ay† − ax† ay),

which conserves nx + ny. Diagonalising Lz among the five states with nx + ny = 4 gives −4, −2, 0, 2, 4.

The choice of cutoff matters. If the basis keeps nx ≤ 3 and ny ≤ 3 separately, only three of those five states survive. Neighbouring states are coupled by matrix elements of modulus √6, and the eigenvalues become 0 and ±2√3. A cutoff on the total nx + ny keeps whole shells instead. Since Lz maps each shell to itself, the matrix of its exact elements between the kept states has integer eigenvalues, up to rounding. Under either cutoff the truncated ladder matrices fail [a, a†] = 1 at the edge of the basis, so the descent argument does not apply to them. With the total cutoff, the order of multiplication also matters: in the product ax ay† of truncated matrices, ay† acts first and leaves the basis, so this term is lost on the top shell. Writing it as ay† ax avoids the loss.
